# A ring polymer of two or more beads with its centroid fixed at a parabolic barrier top has no unstable mode exactly when $\beta\hbar\omega\le 2P\sin(\pi/P)$

A ring polymer collapsed at the top of a barrier can be stable or unstable to stretching, depending on the temperature. The question is relevant to ring-polymer instantons, which are stretched stationary configurations. For a one-dimensional parabolic barrier and a finite number $P\ge 2$ of beads, with the centroid held at the top, the collapsed ring is unstable to stretching exactly when $\beta\hbar\omega$ exceeds $2P\sin(\pi/P)$. Here $\beta$ is the inverse temperature and $\omega$ the barrier frequency.

## From normal modes to the crossover condition

Let $P\ge 2$, let $x_j$ be the displacement of bead $j$ from the barrier top, with $j$ taken modulo $P$, and let $\beta,\hbar,\omega>0$. Define

$$Q(x)=\sum_j\left[\left(\frac{P}{\beta\hbar}\right)^2(x_{j+1}-x_j)^2-\omega^2x_j^2\right].$$

For particle mass $m$, the ring-polymer potential energy relative to the collapsed ring is $\tfrac m2 Q(x)$. The claim is that $Q(x)\ge 0$ for all $x$ with $\sum_j x_j=0$ if and only if $\beta\hbar\omega\le 2P\sin(\pi/P)$.

Write $\chi(k)=e^{2\pi i k/P}$ and $a_k=\sum_j x_j\chi(jk)$. Since $\sum_k\chi(k(j-l))$ is $P$ for $j=l$ and zero otherwise,

$$\sum_k|a_k|^2=\sum_{j,l}x_jx_l\sum_k\chi(k(j-l))=P\sum_j x_j^2.$$

Shifting the summation index shows that the bond vector $x_{j+1}-x_j$ has amplitudes $(\chi(-k)-1)a_k$, and

$$|\chi(-k)-1|^2=2-2\cos(2\pi k/P).$$

For $1\le k\le P-1$,

$$\cos\frac{2\pi}{P}-\cos\frac{2\pi k}{P}=2\sin\frac{\pi(k+1)}{P}\,\sin\frac{\pi(k-1)}{P}\ge 0,$$

because both angles lie in $[0,\pi]$. The factor is therefore at least $2-2\cos(2\pi/P)=4\sin^2(\pi/P)$. The remaining amplitude $a_0=\sum_j x_j$ vanishes. Applying the sum rule to positions and to bonds gives

$$\sum_j(x_{j+1}-x_j)^2\ge 4\sin^2(\pi/P)\sum_j x_j^2.$$

Equality holds for $c_j=\cos(2\pi j/P)$, whose sum is zero. Indeed $c_{j+1}+c_{j-1}=2\cos(2\pi/P)\,c_j$. Multiplying by $c_j$ and summing around the ring gives $\sum_j c_{j+1}c_j=\cos(2\pi/P)\sum_j c_j^2$, hence

$$\sum_j(c_{j+1}-c_j)^2=\bigl(2-2\cos(2\pi/P)\bigr)\sum_j c_j^2=4\sin^2(\pi/P)\sum_j c_j^2.$$

Now set

$$\lambda=\left(\frac{P}{\beta\hbar}\right)^2 4\sin^2\frac{\pi}{P}-\omega^2.$$

Then $Q(x)\ge\lambda\sum_j x_j^2$ on centroid-zero configurations, and $Q(c)=\lambda\sum_j c_j^2$ with $\sum_j c_j^2>0$. So $Q$ is nonnegative there exactly when $\lambda\ge 0$. Comparing positive square roots turns this into $\omega\le 2P\sin(\pi/P)/(\beta\hbar)$, which is the claim. In the same way, $Q$ is positive on all nonzero centroid-zero configurations exactly when $\lambda>0$.

## Four beads, and a ring that moves as a whole

For $P=4$ the threshold is $4\sqrt2\approx 5.66$. The soft mode is $c=(1,0,-1,0)$, with squared bonds summing to $4$ and squared positions to $2$. At $\beta\hbar\omega=5$,

$$Q(c)=\left(\tfrac{16}{25}\cdot 4-2\right)\omega^2=0.56\,\omega^2,$$

and at $\beta\hbar\omega=6$,

$$Q(c)=\left(\tfrac{16}{36}\cdot 4-2\right)\omega^2=-\tfrac29\,\omega^2.$$

For the normalised mode $c/\sqrt2$ the values are $0.28\,\omega^2$ and $-\tfrac19\omega^2$. At $\beta\hbar\omega=6$ the four-bead ring is thus already unstable to stretching, although $6$ is below $2\pi$, the limit of the threshold $2P\sin(\pi/P)$ as $P\to\infty$.

Without the centroid condition the equivalence fails. For $P=2$ and $x=(1,1)$ the springs are unstretched and $Q(x)=-2\omega^2<0$ at every temperature: the whole ring slides off the barrier.

## The ring and its quadratic form in Lean

Beads are indexed by `ZMod P`, so `j + 1` closes the ring. The notation `χ` is Mathlib's standard additive character.

```lean
import Mathlib

open Finset

namespace RingPolymerCrossover

noncomputable section

local notation "χ" => ZMod.stdAddChar

variable {P : ℕ} [NeZero P]
```

`barrierForm` is $Q$, with the factor $m/2$ left out. For $P=2$ the ring has two bonds between the same two beads, and both are counted.

```lean
/-- The fluctuation form of a ring polymer of `P` beads at the top of a parabolic barrier:
harmonic springs between neighbouring beads minus the barrier term. -/
def barrierForm (β hbar ω : ℝ) (x : ZMod P → ℝ) : ℝ :=
  ∑ j, (((P : ℝ) / (β * hbar)) ^ 2 * (x (j + 1) - x j) ^ 2 - ω ^ 2 * x j ^ 2)
```

`normalMode x k` is $a_k$. It is unnormalised; division by $\sqrt P$ gives the amplitude in an orthonormal basis.

```lean
/-- The complex amplitude of the `k`-th normal mode of a bead configuration. -/
def normalMode (x : ZMod P → ℝ) (k : ZMod P) : ℂ := ∑ j, (x j : ℂ) * χ (j * k)
```

`softMode` is $c$, written with the representative `j.val` between $0$ and $P-1$.

```lean
/-- The configuration in which the beads follow one cosine wave around the ring. -/
def softMode (P : ℕ) (j : ZMod P) : ℝ := Real.cos (2 * Real.pi * (j.val : ℝ) / P)
```

## The spring inequality

The first lemma identifies the character with the explicit phase.

```lean
/-- The standard character of the ring is the phase `exp (2 π i k / P)`. -/
theorem phase_eq (k : ZMod P) :
    χ k = Complex.exp (((2 * Real.pi * (k.val : ℝ) / P : ℝ) : ℂ) * Complex.I) := by
  have h := ZMod.stdAddChar_coe (N := P) (k.val : ℤ)
  rw [show ((k.val : ℤ) : ZMod P) = k by rw [Int.cast_natCast, ZMod.natCast_zmod_val]] at h
  rw [h]
  congr 1
  push_cast
  ring
```

In `parseval`, the squared modulus is expanded into a double sum over beads. The order of summation is then exchanged, and `AddChar.sum_mulShift` supplies the orthogonality that removes the terms with $l\ne j$.

```lean
/-- Parseval's identity: the squared mode amplitudes add up to `P` times the sum of the
squared bead positions. -/
theorem parseval (x : ZMod P → ℝ) :
    ∑ k, Complex.normSq (normalMode x k) = P * ∑ j, x j ^ 2 := by
  have h : ∀ k, ((Complex.normSq (normalMode x k) : ℝ) : ℂ)
      = ∑ j, ∑ l, (x j : ℂ) * (x l : ℂ) * χ (k * (j - l)) := by
    intro k
    rw [← Complex.mul_conj, normalMode, map_sum, Finset.sum_mul_sum]
    refine sum_congr rfl fun j _ => sum_congr rfl fun l _ => ?_
    rw [map_mul (starRingEnd ℂ), Complex.conj_ofReal, ← AddChar.map_neg_eq_conj,
      show k * (j - l) = j * k + -(l * k) by ring, AddChar.map_add_eq_mul]
    ring
  apply Complex.ofReal_injective
  rw [Complex.ofReal_sum, sum_congr rfl (fun k _ => h k), Finset.sum_comm]
  push_cast
  rw [Finset.mul_sum]
  refine sum_congr rfl fun j _ => ?_
  -- orthogonality of the phases leaves only the diagonal term
  rw [Finset.sum_comm, Finset.sum_eq_single j]
  · simp only [sub_self, mul_zero, AddChar.map_zero_eq_one, mul_one, Finset.sum_const,
      Finset.card_univ, ZMod.card, nsmul_eq_mul]
    ring
  · intro l _ hl
    rw [← Finset.mul_sum, AddChar.sum_mulShift _ (ZMod.isPrimitive_stdAddChar P),
      if_neg (sub_ne_zero.2 hl.symm)]
    simp
  · simp
```

The index shift is `Equiv.sum_comp` applied to the map $j\mapsto j+1$, a bijection of the ring.

```lean
/-- Taking differences of neighbouring beads multiplies each normal mode by a phase
minus one. -/
theorem normalMode_diff (x : ZMod P → ℝ) (k : ZMod P) :
    normalMode (fun j => x (j + 1) - x j) k = (χ (-k) - 1) * normalMode x k := by
  have h : ∑ j, (x (j + 1) : ℂ) * χ ((j + 1) * k) = normalMode x k :=
    Equiv.sum_comp (Equiv.addRight (1 : ZMod P)) (fun j => (x j : ℂ) * χ (j * k))
  have h2 : (χ (-k) - 1) * normalMode x k
      = χ (-k) * (∑ j, (x (j + 1) : ℂ) * χ ((j + 1) * k)) - normalMode x k := by
    rw [h]; ring
  rw [h2, Finset.mul_sum]
  simp only [normalMode]
  rw [← Finset.sum_sub_distrib]
  refine sum_congr rfl fun j _ => ?_
  have h3 : (χ (j * k) : ℂ) = χ (-k) * χ ((j + 1) * k) := by
    rw [← AddChar.map_add_eq_mul]
    congr 1
    ring
  push_cast
  linear_combination (x (j + 1) : ℂ) * h3
```

The comparison of cosines uses the product formula above, with `s1` and `s2` recording the signs of the two sines.

```lean
/-- Among the nonzero modes of the ring, `cos (2 π k / P)` is largest at `k = 1`. -/
theorem cos_mode_le (k : ZMod P) (hk : k ≠ 0) :
    Real.cos (2 * Real.pi * (k.val : ℝ) / P) ≤ Real.cos (2 * Real.pi / P) := by
  have hp : (0 : ℝ) < P := by exact_mod_cast Nat.pos_of_ne_zero (NeZero.ne P)
  have h1 : (1 : ℝ) ≤ k.val := by
    exact_mod_cast Nat.pos_of_ne_zero ((ZMod.val_ne_zero k).2 hk)
  have h2 : (k.val : ℝ) + 1 ≤ P := by exact_mod_cast ZMod.val_lt k
  have s1 : 0 ≤ Real.sin (Real.pi * (((k.val : ℝ) + 1) / P)) :=
    Real.sin_nonneg_of_nonneg_of_le_pi (by positivity)
      (mul_le_of_le_one_right Real.pi_pos.le ((div_le_one hp).2 h2))
  have s2 : 0 ≤ Real.sin (Real.pi * (((k.val : ℝ) - 1) / P)) :=
    Real.sin_nonneg_of_nonneg_of_le_pi
      (mul_nonneg Real.pi_pos.le (div_nonneg (by linarith) hp.le))
      (mul_le_of_le_one_right Real.pi_pos.le ((div_le_one hp).2 (by linarith)))
  have h := Real.cos_sub_cos (2 * Real.pi / P) (2 * Real.pi * (k.val : ℝ) / P)
  rw [show (2 * Real.pi / P + 2 * Real.pi * (k.val : ℝ) / P) / 2
      = Real.pi * (((k.val : ℝ) + 1) / P) by ring,
    show (2 * Real.pi / P - 2 * Real.pi * (k.val : ℝ) / P) / 2
      = -(Real.pi * (((k.val : ℝ) - 1) / P)) by ring, Real.sin_neg] at h
  nlinarith [mul_nonneg s1 s2]
```

`spring_gap` compares the two mode sums term by term. The case `k = 0` uses the centroid condition; the others use `cos_mode_le`. Parseval's identity then returns both sides to bead positions.

```lean
/-- For a ring polymer with centroid zero, the sum of squared bond lengths is at least
`4 sin² (π / P)` times the sum of squared bead positions. -/
theorem spring_gap (x : ZMod P → ℝ) (hx : ∑ j, x j = 0) :
    4 * Real.sin (Real.pi / P) ^ 2 * ∑ j, x j ^ 2 ≤ ∑ j, (x (j + 1) - x j) ^ 2 := by
  have hp : (0 : ℝ) < P := by exact_mod_cast Nat.pos_of_ne_zero (NeZero.ne P)
  have h2 : ∑ k, Complex.normSq (normalMode (fun j => x (j + 1) - x j) k)
      = P * ∑ j, (x (j + 1) - x j) ^ 2 := parseval _
  have hle : ∑ k, 4 * Real.sin (Real.pi / P) ^ 2 * Complex.normSq (normalMode x k)
      ≤ ∑ k, Complex.normSq (normalMode (fun j => x (j + 1) - x j) k) := by
    refine sum_le_sum fun k _ => ?_
    rw [normalMode_diff, Complex.normSq_mul]
    by_cases hk : k = 0
    · -- the centroid mode is absent
      have h0 : normalMode x k = 0 := by
        simp only [normalMode, hk, mul_zero, AddChar.map_zero_eq_one, mul_one]
        rw [← Complex.ofReal_sum, hx, Complex.ofReal_zero]
      simp [h0]
    · refine mul_le_mul_of_nonneg_right ?_ (Complex.normSq_nonneg _)
      have hn : Complex.normSq (χ (-k) - 1)
          = 2 - 2 * Real.cos (2 * Real.pi * (k.val : ℝ) / P) := by
        rw [AddChar.map_neg_eq_conj, phase_eq, Complex.normSq_apply]
        simp only [Complex.sub_re, Complex.sub_im, Complex.conj_re, Complex.conj_im,
          Complex.exp_ofReal_mul_I_re, Complex.exp_ofReal_mul_I_im, Complex.one_re,
          Complex.one_im]
        linear_combination Real.sin_sq_add_cos_sq (2 * Real.pi * (k.val : ℝ) / P)
      have hc := cos_mode_le k hk
      rw [show 2 * Real.pi / (P : ℝ) = 2 * (Real.pi / P) by ring, Real.cos_two_mul] at hc
      rw [hn]
      linarith [Real.sin_sq_add_cos_sq (Real.pi / P)]
  rw [← Finset.mul_sum, parseval, h2] at hle
  exact le_of_mul_le_mul_left (by linarith) hp
```

## The soft mode attains the bound

The centroid vanishes by orthogonality, which needs $P\ge 2$ so that $1\ne 0$ in `ZMod P`. In the second part, `hrec` is the three-term recurrence, `e1` and `e2` are shifts around the ring, and `e3` is the recurrence multiplied by $c_j$ and summed.

```lean
/-- The soft mode has centroid zero and attains equality in the spring inequality. -/
theorem softMode_spec (hP : 2 ≤ P) :
    ∑ j, softMode P j = 0 ∧ ∑ j, (softMode P (j + 1) - softMode P j) ^ 2
      = 4 * Real.sin (Real.pi / P) ^ 2 * ∑ j, softMode P j ^ 2 := by
  have : Fact (1 < P) := ⟨hP⟩
  have hre : ∀ j : ZMod P, softMode P j = (χ j : ℂ).re := fun j => by
    rw [phase_eq, Complex.exp_ofReal_mul_I_re, softMode]
  constructor
  · have h0 := AddChar.sum_mulShift (1 : ZMod P) (ZMod.isPrimitive_stdAddChar P)
    rw [if_neg one_ne_zero] at h0
    simp only [mul_one] at h0
    rw [sum_congr rfl (fun j _ => hre j), ← Complex.re_sum, h0]
    simp
  · have h1 : (χ (1 : ZMod P) : ℂ).re = Real.cos (2 * Real.pi / P) := by
      rw [← hre, softMode, ZMod.val_one, Nat.cast_one, mul_one]
    -- three-term recurrence of the cosine wave
    have hrec : ∀ j : ZMod P, softMode P (j + 1) + softMode P (j - 1)
        = 2 * Real.cos (2 * Real.pi / P) * softMode P j := by
      intro j
      rw [hre, hre, hre, sub_eq_add_neg, AddChar.map_add_eq_mul, AddChar.map_add_eq_mul,
        AddChar.map_neg_eq_conj, Complex.mul_re, Complex.mul_re, Complex.conj_re,
        Complex.conj_im, h1]
      ring
    have e0 : ∑ j, (softMode P (j + 1) - softMode P j) ^ 2
        = ∑ j, softMode P (j + 1) ^ 2 + ∑ j, softMode P j ^ 2
          - 2 * ∑ j, softMode P (j + 1) * softMode P j := by
      rw [Finset.mul_sum, ← Finset.sum_add_distrib, ← Finset.sum_sub_distrib]
      exact sum_congr rfl fun j _ => by ring
    have e1 : ∑ j, softMode P (j + 1) ^ 2 = ∑ j, softMode P j ^ 2 :=
      Equiv.sum_comp (Equiv.addRight (1 : ZMod P)) (fun j => softMode P j ^ 2)
    have e2 := Equiv.sum_comp (Equiv.addRight (1 : ZMod P))
      (fun j => softMode P j * softMode P (j - 1))
    simp only [Equiv.coe_addRight, add_sub_cancel_right] at e2
    have e3 : ∑ j, softMode P (j + 1) * softMode P j + ∑ j, softMode P j * softMode P (j - 1)
        = 2 * Real.cos (2 * Real.pi / P) * ∑ j, softMode P j ^ 2 := by
      rw [← Finset.sum_add_distrib, Finset.mul_sum]
      exact sum_congr rfl fun j _ => by linear_combination softMode P j * hrec j
    have hh : 2 - 2 * Real.cos (2 * Real.pi / P) = 4 * Real.sin (Real.pi / P) ^ 2 := by
      rw [show 2 * Real.pi / (P : ℝ) = 2 * (Real.pi / P) by ring, Real.cos_two_mul]
      linarith [Real.sin_sq_add_cos_sq (Real.pi / P)]
    linear_combination e0 + e1 - e3 - e2 + (∑ j, softMode P j ^ 2) * hh
```

## Sign of the softest curvature

A nonzero configuration has a positive sum of squares, which is needed to read off the sign of $\lambda$.

```lean
/-- A configuration with some displaced bead has a positive sum of squared positions. -/
theorem sum_sq_pos (x : ZMod P → ℝ) (hx : x ≠ 0) : 0 < ∑ j, x j ^ 2 := by
  obtain ⟨j, hj⟩ := Function.ne_iff.1 hx
  have hj' : x j ≠ 0 := hj
  exact Finset.sum_pos' (fun _ _ => sq_nonneg _) ⟨j, mem_univ _, by positivity⟩
```

`barrierForm_bound` splits the form into spring and barrier sums, then states the lower bound by $\lambda$ and its attainment. It requires no signs for the parameters.

```lean
/-- On configurations with centroid zero the barrier form is bounded below by
`(P / (β ħ))² 4 sin² (π / P) - ω²` times the sum of squares, with equality for the
soft mode. -/
theorem barrierForm_bound (hP : 2 ≤ P) (β hbar ω : ℝ) :
    (∀ x : ZMod P → ℝ, ∑ j, x j = 0 →
      (((P : ℝ) / (β * hbar)) ^ 2 * (4 * Real.sin (Real.pi / P) ^ 2) - ω ^ 2) * ∑ j, x j ^ 2
        ≤ barrierForm β hbar ω x) ∧
    barrierForm β hbar ω (softMode P)
      = (((P : ℝ) / (β * hbar)) ^ 2 * (4 * Real.sin (Real.pi / P) ^ 2) - ω ^ 2)
        * ∑ j, softMode P j ^ 2 := by
  have hform : ∀ x : ZMod P → ℝ, barrierForm β hbar ω x
      = ((P : ℝ) / (β * hbar)) ^ 2 * ∑ j, (x (j + 1) - x j) ^ 2 - ω ^ 2 * ∑ j, x j ^ 2 := by
    intro x
    simp only [barrierForm, Finset.sum_sub_distrib, Finset.mul_sum]
  constructor
  · intro x hx
    rw [hform]
    have h := mul_le_mul_of_nonneg_left (spring_gap x hx) (sq_nonneg ((P : ℝ) / (β * hbar)))
    linarith
  · rw [hform, (softMode_spec hP).2]
    ring
```

The final theorem assumes $P\ge 2$ and positive `β`, `hbar` and `ω`. Its first equivalence concerns nonnegativity on all real configurations with sum zero; its second concerns positivity on the nonzero ones and has the strict inequality. The proof divides by $\beta\hbar$ and passes to squares with `sq_le_sq₀` or `sq_lt_sq₀`, so that the condition becomes $\lambda\ge 0$ or $\lambda>0$. In each equivalence, testing the soft mode proves necessity and the lower bound proves sufficiency.

The theorem concerns the quadratic form of one coordinate at fixed $P$. Anharmonic terms of the barrier, coupling to other coordinates, reaction rates and the limit $P\to\infty$ are not treated.

```lean
/-- For at least two beads and positive `β`, `ħ` and `ω`, the barrier form is nonnegative on all
configurations with centroid zero if and only if `β ħ ω ≤ 2 P sin (π / P)`, and it is positive on
all nonzero ones if and only if the inequality is strict. -/
theorem ring_polymer_crossover (hP : 2 ≤ P) {β hbar ω : ℝ}
    (hβ : 0 < β) (hh : 0 < hbar) (hω : 0 < ω) :
    ((∀ x : ZMod P → ℝ, ∑ j, x j = 0 → 0 ≤ barrierForm β hbar ω x) ↔
      β * hbar * ω ≤ 2 * P * Real.sin (Real.pi / P)) ∧
    ((∀ x : ZMod P → ℝ, ∑ j, x j = 0 → x ≠ 0 → 0 < barrierForm β hbar ω x) ↔
      β * hbar * ω < 2 * P * Real.sin (Real.pi / P)) := by
  obtain ⟨hb, hs⟩ := barrierForm_bound hP β hbar ω
  have hp : (1 : ℝ) ≤ P := by exact_mod_cast (by omega : 1 ≤ P)
  have hsin : 0 ≤ Real.sin (Real.pi / P) :=
    Real.sin_nonneg_of_nonneg_of_le_pi (by positivity) (div_le_self Real.pi_pos.le hp)
  have hne : softMode P ≠ 0 := fun h => by
    have h0 := congrFun h 0
    simp [softMode] at h0
  have hS := sum_sq_pos _ hne
  have hbh : 0 < β * hbar := mul_pos hβ hh
  have hq : 0 ≤ 2 * P * Real.sin (Real.pi / P) / (β * hbar) :=
    div_nonneg (mul_nonneg (by positivity) hsin) hbh.le
  -- the spring part of the softest curvature is a square
  have hsq : ((P : ℝ) / (β * hbar)) ^ 2 * (4 * Real.sin (Real.pi / P) ^ 2)
      = (2 * P * Real.sin (Real.pi / P) / (β * hbar)) ^ 2 := by ring
  rw [hsq] at hs
  simp only [hsq] at hb
  constructor
  · rw [mul_comm (β * hbar) ω, ← le_div_iff₀ hbh, ← sq_le_sq₀ hω.le hq, ← sub_nonneg]
    constructor
    · intro h
      have h1 := h _ (softMode_spec hP).1
      rw [hs] at h1
      exact (mul_nonneg_iff_of_pos_right hS).1 h1
    · intro h x hx
      exact (mul_nonneg h (Finset.sum_nonneg fun _ _ => sq_nonneg _)).trans (hb x hx)
  · rw [mul_comm (β * hbar) ω, ← lt_div_iff₀ hbh, ← sq_lt_sq₀ hω.le hq, ← sub_pos]
    constructor
    · intro h
      have h1 := h _ (softMode_spec hP).1 hne
      rw [hs] at h1
      exact (mul_pos_iff_of_pos_right hS).1 h1
    · intro h x hx hx0
      exact (mul_pos h (sum_sq_pos x hx0)).trans_le (hb x hx)

end

end RingPolymerCrossover
```

```lean
#print axioms RingPolymerCrossover.ring_polymer_crossover
```

```
'RingPolymerCrossover.ring_polymer_crossover' depends on axioms: [propext, Classical.choice, Quot.sound]
```
